# Average diffraction from independently occupied sites: a Bragg term plus Laue monotonic scattering

In a disordered substitutional alloy, two kinds of atom share the sites of a crystal. A diffraction pattern of such a crystal can show sharp peaks, as if every site held the same average atom, together with a smooth background between them. How much intensity belongs to each part?

Let $N$ sites at positions $x_j$ be occupied independently, by an atom with complex scattering factor $a$ with probability $c$ and by one with factor $b$ otherwise. At scattering vector $q$, the amplitude $F(q)$ is the sum over sites of scattering factor times $e^{2\pi i q\cdot x_j}$. Its average intensity over all occupations is

$$\langle |F(q)|^2\rangle=|ca+(1-c)b|^2\Big|\sum_j e^{2\pi i q\cdot x_j}\Big|^2+Nc(1-c)|a-b|^2 .$$

The derivation treats any finite number of species first and then specialises to two.

## Sites, species and the average over occupations

The sites form a finite type `ι`, the species a finite type `S`, and space has dimension `d`.

In Lean 4 with Mathlib:

```lean
import Mathlib

open Matrix ComplexConjugate

namespace LaueDiffuseScattering

noncomputable section

variable {ι S : Type*} [Fintype ι] [DecidableEq ι] [Fintype S] {d : ℕ}
```

A configuration is a map $\sigma$ from sites to species. If species $s$ has probability $p_s$, independence gives $\sigma$ the weight $\prod_j p_{\sigma(j)}$, and the average of a quantity $X$ is

$$\langle X\rangle=\sum_\sigma\Big(\prod_j p_{\sigma(j)}\Big)X(\sigma).$$

The definition takes real weights `p`. The condition $\sum_s p_s=1$ appears as the hypothesis `hp` where it is used. The type `E` lets the same average serve for real intensities and complex amplitudes.

```lean
/-- Average of `X` over all occupations of the sites, each site being occupied independently
by species `s` with weight `p s`. -/
def configAverage {E : Type*} [AddCommGroup E] [Module ℝ E]
    (p : S → ℝ) (X : (ι → S) → E) : E :=
  ∑ σ : ι → S, (∏ j, p (σ j)) • X σ
```

The phase factor is $e^{2\pi i q\cdot x}$, with the $2\pi$ written out. One may therefore read $x$ as fractional coordinates and $q$ as the corresponding reciprocal-space indices, or both as Cartesian vectors with $q$ in cycles per unit length.

```lean
/-- The phase factor `exp(2πi q·x)` of a scatterer at `x`. -/
def phase (q x : Fin d → ℝ) : ℂ :=
  Complex.exp (((2 * Real.pi * (q ⬝ᵥ x) : ℝ) : ℂ) * Complex.I)
```

Summing the phases gives $L(q)=\sum_j e^{2\pi i q\cdot x_j}$. The positions are arbitrary; $L$ has Bragg peaks when they form a large piece of a lattice.

```lean
/-- The sum of the phase factors of all sites. -/
def latticeSum (x : ι → Fin d → ℝ) (q : Fin d → ℝ) : ℂ := ∑ j, phase q (x j)
```

With scattering factors $f_s$, a configuration scatters with amplitude $F_\sigma(q)=\sum_j f_{\sigma(j)}e^{2\pi i q\cdot x_j}$. This is single scattering from atoms at fixed positions. Since each theorem holds at a given $q$, the numbers $f_s$ may be the atomic form factors evaluated there.

```lean
/-- The structure factor `F(q)` of the configuration `σ`, with scattering factors `f`. -/
def structureFactor (f : S → ℂ) (x : ι → Fin d → ℝ) (q : Fin d → ℝ) (σ : ι → S) : ℂ :=
  ∑ j, f (σ j) * phase q (x j)
```

Two one-site quantities enter the result: the mean $\bar f=\sum_s p_s f_s$,

```lean
/-- The mean scattering factor of a site. -/
def meanFactor (p : S → ℝ) (f : S → ℂ) : ℂ := ∑ s, (p s : ℂ) * f s
```

and the variance $V=\sum_s p_s|f_s-\bar f|^2$.

```lean
/-- The mean square deviation of the scattering factor of a site from its mean. -/
def factorVariance (p : S → ℝ) (f : S → ℂ) : ℝ := ∑ s, p s * ‖f s - meanFactor p f‖ ^ 2
```

## Independence of different sites

For one-site functions $g_j$, multiplying out a product of sums gives one term for each configuration:

$$\prod_j\sum_s p_s g_j(s)=\sum_\sigma\prod_j p_{\sigma(j)}g_j(\sigma(j))=\Big\langle\prod_j g_j(\sigma(j))\Big\rangle .$$

`Finset.prod_univ_sum` performs the expansion, and the remaining step separates weights from functions.

```lean
/-- Independence: the average of a product of one-site functions is the product of their
one-site averages. -/
theorem average_prod (p : S → ℝ) (g : ι → S → ℂ) :
    configAverage p (fun σ => ∏ j, g j (σ j)) = ∏ j, ∑ s, (p s : ℂ) * g j s := by
  unfold configAverage
  rw [Finset.prod_univ_sum, Fintype.piFinset_univ]
  refine Finset.sum_congr rfl fun σ _ => ?_
  rw [Complex.real_smul, Complex.ofReal_prod, Finset.prod_mul_distrib]
```

To average a function $u$ of site $k$ alone, take $g_k=u$ and $g_j=1$ elsewhere. Every other site contributes $\sum_s p_s=1$, so $\langle u(\sigma(k))\rangle=\sum_s p_su(s)$. In the proof, `hprod` evaluates the product inside the average and `hfac` the one-site sums.

```lean
/-- For weights of total one, a function of a single site averages to its one-site mean. -/
theorem average_single (p : S → ℝ) (hp : ∑ s, p s = 1) (u : S → ℂ) (k : ι) :
    configAverage p (fun σ : ι → S => u (σ k)) = ∑ s, (p s : ℂ) * u s := by
  have hp' : ∑ s, (p s : ℂ) = 1 := by exact_mod_cast hp
  have h := average_prod p (fun (j : ι) s => if j = k then u s else 1)
  have hprod : ∀ σ : ι → S, (∏ j, if j = k then u (σ j) else 1) = u (σ k) := by
    intro σ
    simp
  have hfac : ∀ j : ι, (∑ s, (p s : ℂ) * (if j = k then u s else 1))
      = if j = k then ∑ s, (p s : ℂ) * u s else 1 := by
    intro j
    by_cases hj : j = k <;> simp [hj, hp']
  simp only [hprod, hfac] at h
  rw [h]
  simp
```

For two sites $k\neq l$, put $u$ on one and $v$ on the other:

$$\langle u(\sigma(k))v(\sigma(l))\rangle=\Big(\sum_s p_su(s)\Big)\Big(\sum_s p_sv(s)\Big).$$

The case distinction in `hfac` asks whether site $j$ is $k$, $l$ or neither.

```lean
/-- For weights of total one, functions of two different sites are uncorrelated. -/
theorem average_pair (p : S → ℝ) (hp : ∑ s, p s = 1) (u v : S → ℂ) {k l : ι} (hkl : k ≠ l) :
    configAverage p (fun σ : ι → S => u (σ k) * v (σ l))
      = (∑ s, (p s : ℂ) * u s) * ∑ s, (p s : ℂ) * v s := by
  have hp' : ∑ s, (p s : ℂ) = 1 := by exact_mod_cast hp
  have h := average_prod p
    (fun (j : ι) s => (if j = k then u s else 1) * (if j = l then v s else 1))
  have hprod : ∀ σ : ι → S, (∏ j, (if j = k then u (σ j) else 1) *
      (if j = l then v (σ j) else 1)) = u (σ k) * v (σ l) := by
    intro σ
    rw [Finset.prod_mul_distrib]
    simp
  have hfac : ∀ j : ι, (∑ s, (p s : ℂ) * ((if j = k then u s else 1) *
      (if j = l then v s else 1))) = (if j = k then ∑ s, (p s : ℂ) * u s else 1) *
      (if j = l then ∑ s, (p s : ℂ) * v s else 1) := by
    intro j
    by_cases hk : j = k
    · simp [hk, hkl]
    · by_cases hl : j = l
      · simp [hl, hkl.symm]
      · simp [hk, hl, hp']
  simp only [hprod, hfac] at h
  rw [h, Finset.prod_mul_distrib]
  simp
```

## Correlation of scattering factors

Write $^*$ for complex conjugation. For $k\ne l$ the last identity gives $\langle f_{\sigma(k)}f_{\sigma(l)}^*\rangle=|\bar f|^2$. For $k=l$ the average is $\sum_s p_s|f_s|^2$, and expanding the variance gives

$$V=\sum_s p_s|f_s|^2-\bar f\,\bar f^*-\bar f\,\bar f^*+\bar f\,\bar f^*=\sum_s p_s|f_s|^2-|\bar f|^2 .$$

Both cases together read

$$\langle f_{\sigma(k)}f_{\sigma(l)}^*\rangle=|\bar f|^2+\delta_{kl}V .$$

The expansion is `he`, and `linear_combination` rearranges it.

```lean
/-- For weights of total one, the correlation of the scattering factors of sites `k` and `l` is
the squared modulus of the mean, plus the variance if the sites coincide. -/
theorem site_correlation (p : S → ℝ) (hp : ∑ s, p s = 1) (f : S → ℂ) (k l : ι) :
    configAverage p (fun σ : ι → S => f (σ k) * conj (f (σ l)))
      = meanFactor p f * conj (meanFactor p f)
        + if k = l then (factorVariance p f : ℂ) else 0 := by
  have hp' : ∑ s, (p s : ℂ) = 1 := by exact_mod_cast hp
  have hm : ∑ s, (p s : ℂ) * f s = meanFactor p f := rfl
  have hc : ∑ s, (p s : ℂ) * conj (f s) = conj (meanFactor p f) := by
    simp [meanFactor, map_sum]
  by_cases hkl : k = l
  · subst hkl
    rw [average_single p hp (fun s => f s * conj (f s)) k, if_pos rfl]
    have hv : (factorVariance p f : ℂ) = ∑ s, (p s : ℂ) *
        ((f s - meanFactor p f) * (conj (f s) - conj (meanFactor p f))) := by
      simp only [factorVariance, Complex.ofReal_sum, Complex.ofReal_mul]
      refine Finset.sum_congr rfl fun s _ => ?_
      rw [← map_sub, Complex.mul_conj, Complex.normSq_eq_norm_sq]
    -- expand the square of the deviation from the mean
    have he : ∑ s, (p s : ℂ) *
        ((f s - meanFactor p f) * (conj (f s) - conj (meanFactor p f)))
        = ∑ s, (p s : ℂ) * (f s * conj (f s))
          - (∑ s, (p s : ℂ) * f s) * conj (meanFactor p f)
          - meanFactor p f * ∑ s, (p s : ℂ) * conj (f s)
          + (∑ s, (p s : ℂ)) * (meanFactor p f * conj (meanFactor p f)) := by
      simp only [Finset.sum_mul, Finset.mul_sum, ← Finset.sum_sub_distrib,
        ← Finset.sum_add_distrib]
      refine Finset.sum_congr rfl fun s _ => ?_
      ring
    rw [hm, hc, hp'] at he
    linear_combination -hv - he
  · rw [average_pair p hp f (fun s => conj (f s)) hkl, hm, hc, if_neg hkl, add_zero]
```

## Average intensity for any number of species

Writing $|F|^2=FF^*$ as a double sum and averaging term by term,

$$\langle|F(q)|^2\rangle=\sum_{k,l}e^{2\pi i q\cdot x_k}\big(e^{2\pi i q\cdot x_l}\big)^*\big(|\bar f|^2+\delta_{kl}V\big)=|\bar f|^2|L(q)|^2+NV .$$

The diagonal phases multiply to one, so each site adds $V$ whatever its position. The theorem is an equality of real numbers, proved after passing to $\mathbb C$. There `hlin` is the double sum, `hph` the diagonal phase identity and `hB` the reassembly of $|L|^2$. The number of sites is `Fintype.card ι`.

```lean
/-- For independently occupied sites with weights of total one, the average intensity is the
intensity with the mean scattering factor on every site, plus the number of sites times the
variance. -/
theorem average_intensity (p : S → ℝ) (hp : ∑ s, p s = 1) (f : S → ℂ)
    (x : ι → Fin d → ℝ) (q : Fin d → ℝ) :
    configAverage p (fun σ => ‖structureFactor f x q σ‖ ^ 2)
      = ‖meanFactor p f‖ ^ 2 * ‖latticeSum x q‖ ^ 2
        + Fintype.card ι * factorVariance p f := by
  have hsq : ∀ z : ℂ, ((‖z‖ ^ 2 : ℝ) : ℂ) = z * conj z := fun z => by
    rw [Complex.mul_conj, Complex.normSq_eq_norm_sq]
  have hph : ∀ k, phase q (x k) * conj (phase q (x k)) = 1 := fun k => by
    rw [← hsq, phase, Complex.norm_exp_ofReal_mul_I]
    simp
  apply Complex.ofReal_injective
  -- the intensity is a double sum over pairs of sites
  have hlin : ((configAverage p (fun σ => ‖structureFactor f x q σ‖ ^ 2) : ℝ) : ℂ)
      = ∑ k, ∑ l, phase q (x k) * conj (phase q (x l)) *
        configAverage p (fun σ : ι → S => f (σ k) * conj (f (σ l))) := by
    simp only [configAverage, smul_eq_mul, Complex.real_smul, Complex.ofReal_sum,
      Complex.ofReal_mul, hsq]
    simp only [structureFactor, map_sum, map_mul, Finset.sum_mul_sum]
    simp only [Finset.mul_sum]
    rw [Finset.sum_comm]
    refine Finset.sum_congr rfl fun k _ => ?_
    rw [Finset.sum_comm]
    refine Finset.sum_congr rfl fun l _ => Finset.sum_congr rfl fun σ _ => ?_
    ring
  have hB : ∑ k, ∑ l, phase q (x k) * conj (phase q (x l)) *
      (meanFactor p f * conj (meanFactor p f))
      = meanFactor p f * conj (meanFactor p f) *
        (latticeSum x q * conj (latticeSum x q)) := by
    rw [latticeSum, map_sum, Finset.sum_mul_sum]
    simp only [Finset.mul_sum]
    refine Finset.sum_congr rfl fun k _ => Finset.sum_congr rfl fun l _ => ?_
    ring
  rw [hlin]
  -- only coincident sites feel the variance
  simp only [site_correlation p hp f, mul_add, Finset.sum_add_distrib, mul_ite, mul_zero,
    Finset.sum_ite_eq, Finset.mem_univ, ↓reduceIte, hph, one_mul]
  rw [hB, Complex.ofReal_add, Complex.ofReal_mul, Complex.ofReal_mul, hsq, hsq]
  simp only [Finset.sum_const, Finset.card_univ, nsmul_eq_mul, Complex.ofReal_natCast]
```

## The binary alloy

For two species, $\bar f=ca+(1-c)b$. The deviations are $a-\bar f=(1-c)(a-b)$ and $b-\bar f=-c(a-b)$, hence

$$V=\big[c(1-c)^2+(1-c)c^2\big]|a-b|^2=c(1-c)|a-b|^2 .$$

Species are labelled by `Bool`, with `true` for factor $a$. The identity holds for every real `c`; it describes an alloy when $0\le c\le1$. In the proof `h1` and `h2` are the two deviations, and `hv` is the variance.

```lean
/-- Laue monotonic scattering: `N` sites occupied independently by factor `a` with probability `c`
and by `b` otherwise have an average intensity equal to the intensity with the mean factor on every
site, plus `N c (1 - c) |a - b|²`. -/
theorem laue_monotonic_scattering {N : ℕ} (c : ℝ) (a b : ℂ)
    (x : Fin N → Fin d → ℝ) (q : Fin d → ℝ) :
    configAverage (fun s : Bool => if s then c else 1 - c)
        (fun σ => ‖structureFactor (fun s : Bool => if s then a else b) x q σ‖ ^ 2)
      = ‖(c : ℂ) * a + (1 - c) * b‖ ^ 2 * ‖∑ j, phase q (x j)‖ ^ 2
        + N * c * (1 - c) * ‖a - b‖ ^ 2 := by
  have hm : meanFactor (fun s : Bool => if s then c else 1 - c)
      (fun s : Bool => if s then a else b) = (c : ℂ) * a + (1 - c) * b := by
    simp [meanFactor]
  have h1 : a - ((c : ℂ) * a + (1 - c) * b) = ((1 - c : ℝ) : ℂ) * (a - b) := by
    push_cast
    ring
  have h2 : b - ((c : ℂ) * a + (1 - c) * b) = ((-c : ℝ) : ℂ) * (a - b) := by
    push_cast
    ring
  have hv : factorVariance (fun s : Bool => if s then c else 1 - c)
      (fun s : Bool => if s then a else b) = c * (1 - c) * ‖a - b‖ ^ 2 := by
    rw [factorVariance, hm]
    simp only [Fintype.sum_bool, Bool.false_eq_true, ↓reduceIte]
    rw [h1, h2]
    simp only [norm_mul, mul_pow, Complex.norm_real, Real.norm_eq_abs, sq_abs]
    ring
  rw [average_intensity _ (by simp) _ x q, hm, hv, Fintype.card_fin, latticeSum]
  ring
```

With a single site, $|L|=1$ and the formula reduces to $c|a|^2+(1-c)|b|^2=|ca+(1-c)b|^2+c(1-c)|a-b|^2$, the mean square split into squared mean and variance. For the pure crystals $c=0$ and $c=1$ the diffuse term is zero.

The background depends on $q$ only through the form factors. Despite the name, the formula does not by itself make $|a-b|^2$ a monotonic function of $|q|$. The absence of any other dependence on $q$ relies on the model: short-range order, thermal motion and displacements due to atomic size are all absent from it.

## Diffuse scattering as amplitude fluctuation

The amplitude is linear in the scattering factors, so averaging each site separately gives $\langle F(q)\rangle=\bar f\,L(q)$. The proof exchanges the sums over sites and configurations and applies `average_single`.

```lean
/-- For weights of total one, the average amplitude is that of a crystal with the mean
scattering factor on every site. -/
theorem average_amplitude (p : S → ℝ) (hp : ∑ s, p s = 1) (f : S → ℂ)
    (x : ι → Fin d → ℝ) (q : Fin d → ℝ) :
    configAverage p (structureFactor f x q) = meanFactor p f * latticeSum x q := by
  have hlin : configAverage p (structureFactor f x q)
      = ∑ k, configAverage p (fun σ : ι → S => f (σ k)) * phase q (x k) := by
    simp only [configAverage, structureFactor, Complex.real_smul, Finset.mul_sum,
      Finset.sum_mul]
    rw [Finset.sum_comm]
    refine Finset.sum_congr rfl fun k _ => Finset.sum_congr rfl fun σ _ => ?_
    ring
  rw [hlin, latticeSum, Finset.mul_sum]
  refine Finset.sum_congr rfl fun k _ => ?_
  rw [average_single p hp f k, meanFactor]
```

The Bragg term is therefore $|\langle F\rangle|^2$, and the diffuse term should be the mean square fluctuation. Indeed,

$$F_\sigma(q)-\langle F(q)\rangle=\sum_j\big(f_{\sigma(j)}-\bar f\big)e^{2\pi i q\cdot x_j}$$

is the amplitude of a crystal with scattering factors $f_s-\bar f$. These have mean zero (`h0`) and the same variance $V$ (`hv`), so the intensity theorem gives

$$\big\langle|F(q)-\langle F(q)\rangle|^2\big\rangle=NV .$$

```lean
/-- For weights of total one, the mean square fluctuation of the amplitude about its average is
the number of sites times the variance, at every `q`. -/
theorem amplitude_fluctuation (p : S → ℝ) (hp : ∑ s, p s = 1) (f : S → ℂ)
    (x : ι → Fin d → ℝ) (q : Fin d → ℝ) :
    configAverage p (fun σ => ‖structureFactor f x q σ
        - configAverage p (structureFactor f x q)‖ ^ 2)
      = Fintype.card ι * factorVariance p f := by
  have hp' : ∑ s, (p s : ℂ) = 1 := by exact_mod_cast hp
  -- the fluctuation is the structure factor of the deviations `f - f̄`, whose mean is zero
  have h0 : meanFactor p (fun s => f s - meanFactor p f) = 0 := by
    have h : meanFactor p (fun s => f s - meanFactor p f)
        = meanFactor p f - (∑ s, (p s : ℂ)) * meanFactor p f := by
      rw [Finset.sum_mul]
      conv_rhs => enter [1]; rw [meanFactor]
      rw [← Finset.sum_sub_distrib, meanFactor]
      exact Finset.sum_congr rfl fun s _ => mul_sub _ _ _
    rw [h, hp', one_mul, sub_self]
  have hF : ∀ σ : ι → S, structureFactor (fun s => f s - meanFactor p f) x q σ
      = structureFactor f x q σ - meanFactor p f * latticeSum x q := by
    intro σ
    simp only [structureFactor, latticeSum, sub_mul, Finset.sum_sub_distrib, Finset.mul_sum]
  have hv : factorVariance p (fun s => f s - meanFactor p f) = factorVariance p f := by
    rw [factorVariance, h0]
    simp only [sub_zero, factorVariance]
  have h := average_intensity p hp (fun s => f s - meanFactor p f) x q
  simp only [hF] at h
  rw [average_amplitude p hp f x q, h, h0, hv]
  simp
```

In simulated diffraction from a finite alloy with uncorrelated occupations and fixed positions, putting the mean scatterer on every site thus reproduces the average amplitude but omits $NV$ from the average intensity.

## When the diffuse term vanishes

Suppose every $p_s$ is positive. If $V=0$, each nonnegative term $p_s|f_s-\bar f|^2$ is zero, so every $f_s$ equals $\bar f$. Conversely, if all factors agree, their mean is the common value and $V=0$. Disorder between species that scatter identically leaves no diffuse intensity in this model. Nonnegative weights would not be enough for the equivalence, since a species with zero probability can have any scattering factor without affecting $V$.

```lean
/-- For positive weights of total one, the variance vanishes exactly when all species have the same
scattering factor. -/
theorem factorVariance_eq_zero_iff (p : S → ℝ) (hp : ∑ s, p s = 1) (hpos : ∀ s, 0 < p s)
    (f : S → ℂ) : factorVariance p f = 0 ↔ ∀ s t, f s = f t := by
  have hp' : ∑ s, (p s : ℂ) = 1 := by exact_mod_cast hp
  constructor
  · intro h
    unfold factorVariance at h
    have h0 := (Finset.sum_eq_zero_iff_of_nonneg
      (fun s _ => mul_nonneg (hpos s).le (sq_nonneg _))).1 h
    have key : ∀ s, f s = meanFactor p f := fun s => by
      have h2 : ‖f s - meanFactor p f‖ ^ 2 = 0 :=
        (mul_eq_zero.1 (h0 s (Finset.mem_univ s))).resolve_left (hpos s).ne'
      exact sub_eq_zero.1 (norm_eq_zero.1 ((pow_eq_zero_iff two_ne_zero).1 h2))
    intro s t
    rw [key s, key t]
  · intro h
    refine Finset.sum_eq_zero fun s _ => ?_
    have key : meanFactor p f = f s := by
      calc meanFactor p f = ∑ t, (p t : ℂ) * f s :=
            Finset.sum_congr rfl fun t _ => by rw [h t s]
        _ = f s := by rw [← Finset.sum_mul, hp', one_mul]
    rw [key]
    simp

end

end LaueDiffuseScattering
```

```lean
#print axioms LaueDiffuseScattering.laue_monotonic_scattering
#print axioms LaueDiffuseScattering.amplitude_fluctuation
#print axioms LaueDiffuseScattering.factorVariance_eq_zero_iff
```

```
'LaueDiffuseScattering.laue_monotonic_scattering' depends on axioms: [propext, Classical.choice, Quot.sound]
'LaueDiffuseScattering.amplitude_fluctuation' depends on axioms: [propext, Classical.choice, Quot.sound]
'LaueDiffuseScattering.factorVariance_eq_zero_iff' depends on axioms: [propext, Classical.choice, Quot.sound]
```
